# Two uncorrelated potentials whose averaged Boltzmann factor does not factorise at any τ ≠ 0

Let x take the values −1, 0 and 1 with probability 1/3 each, and take x and x² as two potentials. The theorem says that their covariance is zero, yet for every real τ ≠ 0 the logarithm of the average of exp(−τ(x + x²)) differs from the sum of the logarithms of the averages of exp(−τx) and exp(−τx²). So for this three-point model, a product of separately averaged Boltzmann factors is not exact, even though the potentials are uncorrelated. The proof computes the covariance directly; for the second claim it supposes the error to be zero, removes the logarithms and derives (exp(−τ) − 1)³ = 0, which forces τ = 0.

In Lean, a first try:

```lean
import Mathlib

open Filter Topology

namespace UncorrelatedNotExact

noncomputable section

variable {Ω : Type*} [Fintype Ω] {n : ℕ}

/-- The average of a path observable `f` with weight `p`. -/
def avg (p f : Ω → ℝ) : ℝ := ∑ ω, p ω * f ω

/-- The covariance of two path observables. -/
def cov (p f g : Ω → ℝ) : ℝ := avg p (fun ω => f ω * g ω) - avg p f * avg p g

/-- The averaged Boltzmann factor `E exp(-τ f)` of a path potential `f`. -/
def boltz (p f : Ω → ℝ) (τ : ℝ) : ℝ := avg p (fun ω => Real.exp (-τ * f ω))

/-- The pair-product error: the exact log-average for the total potential minus the sum of
the log-averages for the single pair potentials. -/
def pairError (p : Ω → ℝ) (V : Fin n → Ω → ℝ) (τ : ℝ) : ℝ :=
  Real.log (boltz p (fun ω => ∑ a, V a ω) τ) - ∑ a, Real.log (boltz p (V a) τ)

/-- The sum of the covariances over all pairs `a < b` of potentials. -/
def pairCov (p : Ω → ℝ) (V : Fin n → Ω → ℝ) : ℝ :=
  ∑ a, ∑ b, if a < b then cov p (V a) (V b) else 0

/-- Zero covariance does not make the pair product exact: for `x` uniform on `-1, 0, 1`, the
potentials `x` and `x²` have zero covariance, but their error is nonzero at every `τ ≠ 0`. -/
theorem uncorrelated_not_exact :
    pairCov (fun _ : Fin 3 => (1 / 3 : ℝ)) ![![-1, 0, 1], ![1, 0, 1]] = 0 ∧
    ∀ τ : ℝ, τ ≠ 0 →
      pairError (fun _ : Fin 3 => (1 / 3 : ℝ)) ![![-1, 0, 1], ![1, 0, 1]] τ ≠ 0 := by
  constructor
  · norm_num [pairCov, cov, avg, Fin.sum_univ_three, Fin.sum_univ_two]
  · intro τ hτ h
    have e : Real.exp (-τ * (1 + 1)) = Real.exp (-τ) ^ 2 := by
      rw [mul_add, mul_one, Real.exp_add, sq]
    have hq := Real.exp_pos (-τ)
    have hr := Real.exp_pos τ
    have hqr : Real.exp (-τ) * Real.exp τ = 1 := by rw [← Real.exp_add]; simp
    simp only [pairError, boltz, avg, Fin.sum_univ_three, Fin.sum_univ_two,
      Matrix.cons_val_zero, Matrix.cons_val_one, Matrix.cons_val, e, neg_add_cancel,
      add_zero, mul_zero, Real.exp_zero, mul_one, mul_neg, neg_neg] at h
    rw [← Real.log_mul (by positivity) (by positivity), sub_eq_zero] at h
    have h' := Real.log_injOn_pos (Set.mem_Ioi.2 (by positivity))
      (Set.mem_Ioi.2 (by positivity)) h
    -- the mismatch of the two averages is a perfect cube
    have h3 : (Real.exp (-τ) - 1) ^ 3 = 0 := by
      linear_combination 9 * Real.exp (-τ) * h' + (1 + 2 * Real.exp (-τ)) * hqr
    have h1 : Real.exp (-τ) = 1 := sub_eq_zero.mp (pow_eq_zero_iff three_ne_zero |>.mp h3)
    exact hτ (neg_eq_zero.mp ((Real.exp_eq_one_iff _).mp h1))

end

end UncorrelatedNotExact
```

Compiling this gives:

```
Main.lean:36:2: error: unsolved goals
case left
⊢ -(1 / 3) + 1 / 3 * (![-1, 0, 1] 2 * ![1, 0, 1] 2) -
      (-(1 / 3) + 1 / 3 * ![-1, 0, 1] 2) * (1 / 3 + 1 / 3 * ![1, 0, 1] 2) =
    0
```

Cause. The only error is in the covariance computation. `norm_num` has expanded the sums and evaluated the vectors at indices 0 and 1, for which there are ordinary simp lemmas, but `![-1, 0, 1] 2` and `![1, 0, 1] 2` remain in the goal. Evaluation at index 2 is the work of `Matrix.cons_val`, which is a simproc (a simplification procedure), and `norm_num` uses simp lemmas but does not run simprocs. The equation left over is true, since with both entries equal to 1 its left side is 0.

The repair first calls `simp only` with the same definitions and sum lemmas, and adds `Matrix.cons_val_zero`, `Matrix.cons_val_one` and `Matrix.cons_val`. `simp only` does run a simproc that is named in its list, so the entries at index 2 are now evaluated too. The `norm_num` that follows has only to decide the comparisons of indices in `pairCov` and do the arithmetic, and it closes the goal.

The other change corrects a comment and has no effect on compilation: the mismatch of the averages becomes the cube of exp(−τ) − 1 only after multiplication by 9 exp(−τ), the factor already used in the `linear_combination` below it.

This version goes through:

```diff
@@ -34,5 +34,7 @@
       pairError (fun _ : Fin 3 => (1 / 3 : ℝ)) ![![-1, 0, 1], ![1, 0, 1]] τ ≠ 0 := by
   constructor
-  · norm_num [pairCov, cov, avg, Fin.sum_univ_three, Fin.sum_univ_two]
+  · simp only [pairCov, cov, avg, Fin.sum_univ_three, Fin.sum_univ_two,
+      Matrix.cons_val_zero, Matrix.cons_val_one, Matrix.cons_val]
+    norm_num
   · intro τ hτ h
     have e : Real.exp (-τ * (1 + 1)) = Real.exp (-τ) ^ 2 := by
@@ -47,5 +49,5 @@
     have h' := Real.log_injOn_pos (Set.mem_Ioi.2 (by positivity))
       (Set.mem_Ioi.2 (by positivity)) h
-    -- the mismatch of the two averages is a perfect cube
+    -- `9 exp(-τ)` times the mismatch of the averages is the cube of `exp(-τ) - 1`
     have h3 : (Real.exp (-τ) - 1) ^ 3 = 0 := by
       linear_combination 9 * Real.exp (-τ) * h' + (1 + 2 * Real.exp (-τ)) * hqr
```
